# Third-order short-time expansion of an approximate propagator

The theorem concerns a function `g` that agrees with the exponential series 1 + y + y²/2 + y³/6 up to an error O(‖y‖⁴) as y → 0, as an approximate propagator might. It states that g(hX) = 1 + hX + h²X²/2 + h³r(h) for every nonzero complex time step h, where r(h) → X³/6 as h → 0. Here X is any fixed element of a normed algebra over ℂ, for instance −iH/ħ with a bounded Hamiltonian H; neither completeness of the algebra nor any symmetry of X is assumed. The proof puts y = hX, bounds the error by a multiple of |h|⁴, and divides it by h³, so that what is left tends to zero and can be added to X³/6 to give r(h).

The failing Lean file:

```lean
import Mathlib

open Filter Topology Matrix Finset Asymptotics

namespace PropagatorExpansion

noncomputable section

/-- `f h = a + h b + h² c + h³ (d + o(1))` for small nonzero time steps `h`. -/
def CubicExpansion {R : Type*} [NormedRing R] [NormedAlgebra ℂ R]
    (f : ℂ → R) (a b c d : R) : Prop :=
  ∃ r : ℂ → R, Tendsto r (𝓝[≠] 0) (𝓝 d) ∧
    ∀ h, h ≠ 0 → f h = a + h • b + h ^ 2 • c + h ^ 3 • r h

/-- If `g` agrees with the exponential series through third order, then `g(hX)` has the
short-time expansion of the propagator `exp(hX)` to third order. -/
theorem propagator_expansion {R : Type*} [NormedRing R] [NormedAlgebra ℂ R] {g : R → R}
    (hg : (fun y => g y - (1 + y + (1 / 2 : ℂ) • y ^ 2 + (1 / 6 : ℂ) • y ^ 3))
      =O[𝓝 0] fun y => ‖y‖ ^ 4) (X : R) :
    CubicExpansion (fun h => g (h • X)) 1 X ((1 / 2 : ℂ) • X ^ 2) ((1 / 6 : ℂ) • X ^ 3) := by
  have hX : Tendsto (fun h : ℂ => h • X) (𝓝 0) (𝓝 0) := by
    have c : Continuous fun h : ℂ => h • X := by fun_prop
    simpa using c.tendsto 0
  have h4 : (fun h : ℂ => ‖h • X‖ ^ 4) =O[𝓝 0] fun h : ℂ => h ^ 4 :=
    IsBigO.of_bound (‖X‖ ^ 4) (Eventually.of_forall fun h => by
      simp only [norm_pow, norm_norm, norm_smul, mul_pow]
      exact (mul_comm (‖h‖ ^ 4) (‖X‖ ^ 4)).le)
  have ho := ((hg.comp_tendsto hX).trans h4).trans_isLittleO
    (isLittleO_pow_pow (by norm_num : 3 < 4))
  have t := (ho.tendsto_inv_smul_nhds_zero.mono_left
    (nhdsWithin_le_nhds (s := {0}ᶜ))).const_add ((1 / 6 : ℂ) • X ^ 3)
  rw [add_zero] at t
  refine ⟨_, t, fun h hh => ?_⟩
  simp only [Function.comp_apply, smul_pow]
  rw [smul_add, smul_inv_smul₀ (pow_ne_zero 3 hh)]
  module

end

end PropagatorExpansion
```

Compiling this gives:

```
Main.lean:27:6: error: Type mismatch
  Eq.le (mul_comm (‖h‖ ^ 4) (‖X‖ ^ 4))
has type
  ‖h‖ ^ 4 * ‖X‖ ^ 4 ≤ ‖X‖ ^ 4 * ‖h‖ ^ 4
but is expected to have type
  ‖‖h‖ ^ 4 * ‖X‖ ^ 4‖ ≤ ‖X‖ ^ 4 * ‖h‖ ^ 4
Main.lean:26:27: warning: This simp argument is unused:
  norm_norm

Hint: Omit it from the simp argument list.
  [apply] simp only [norm_pow, norm_smul, mul_pow]

Note: This linter can be disabled with `set_option linter.unusedSimpArgs false`
```

Diagnosis. The error is in the step `h4`, which bounds ‖hX‖⁴ by a constant times |h|⁴. `IsBigO.of_bound` puts a norm round the left-hand side, although that side is already a nonnegative real number, and `simp only` was meant to remove it.

`simp only` works on the inside first. There `norm_smul` and `mul_pow` turn `‖h • X‖ ^ 4` into `‖h‖ ^ 4 * ‖X‖ ^ 4`. The outer norm now stands round a product, where `norm_pow` does not apply, and the list has no lemma for the norm of a product. The outer norm therefore stays, and the inequality from `mul_comm`, which lacks it, does not match the goal.

The warning has the same origin: `norm_norm` is unused because no norm directly round another norm ever appears.

The repair adds `norm_mul`, which splits the outer norm over the two factors. Then `norm_pow` moves each norm inside its power, and `norm_norm`, now needed, removes the doubled norms. The goal becomes exactly the inequality that `mul_comm` supplies.

The mended proof, as a diff:

```diff
@@ -24,5 +24,5 @@
   have h4 : (fun h : ℂ => ‖h • X‖ ^ 4) =O[𝓝 0] fun h : ℂ => h ^ 4 :=
     IsBigO.of_bound (‖X‖ ^ 4) (Eventually.of_forall fun h => by
-      simp only [norm_pow, norm_norm, norm_smul, mul_pow]
+      simp only [norm_mul, norm_pow, norm_norm, norm_smul, mul_pow]
       exact (mul_comm (‖h‖ ^ 4) (‖X‖ ^ 4)).le)
   have ho := ((hg.comp_tendsto hX).trans h4).trans_isLittleO
```
